# For odd d, the entangled vector Σ_j e_j ⊗ e_j / √d of two d-level systems has a nonnegative discrete Wigner function

Take two three-level systems with positions 0, 1, 2, counted modulo 3, in the state with amplitudes ψ(0,0) = ψ(1,1) = ψ(2,2) = 1/√3 and all others zero. The discrete Wigner function W used here depends on two positions q, q' and two momenta p, p'. It multiplies the amplitude at q + y, q' + y' by the conjugate of the one at q − y, q' − y', sums over the displacements y and y' with the phase ω^(−2(py + p'y')), where ω = exp(2πi/3), and divides by 9. At q = q' = 0 the product ψ(y,y') conj ψ(−y,−y') is 1/3 for y = y' and zero otherwise. With s = p + p', this leaves

W = (1/9)(1/3)(1 + ω^(−2s) + ω^(−4s)),

which is 1/9 if s = 0 modulo 3 and zero otherwise. At q = 0, q' = 1, a nonzero product would need y = 1 + y' and −y = 1 − y'. Adding these gives 0 = 2 modulo 3, so W vanishes. Nine of the 81 phase-space points carry 1/9 each, and none is negative.

The same computation works for every odd d. The state is a finite-dimensional analogue of the EPR state, with equal positions and opposite momenta. It is one maximally entangled vector among many, and the result is about this one: for d = 3, changing the sign of ψ(2,2) alone keeps the state maximally entangled but gives W = (1/27)(1 − 1 − 1) = −1/27 at q = q' = 0, s = 0.

## Phase space and the state

```lean
import Mathlib

open scoped ComplexConjugate ComplexOrder

namespace DiscreteEPRWigner

noncomputable section

variable {d : ℕ} [NeZero d]
```

The dimension d is a natural number, and `[NeZero d]` says that it is not zero. Positions and momenta will be elements of `ZMod d`, the integers modulo d.

```lean
/-- The two-particle discrete Wigner function of the amplitude `ψ`, at positions `q, q'` and
momenta `p, p'` in `ZMod d`. -/
def wigner (ψ : ZMod d → ZMod d → ℂ) (q p q' p' : ZMod d) : ℂ :=
  1 / (d : ℂ) ^ 2 * ∑ y : ZMod d, ∑ y' : ZMod d,
    ZMod.stdAddChar (-(2 * (p * y + p' * y'))) *
      (ψ (q + y) (q' + y') * conj (ψ (q - y) (q' - y')))
```

A two-particle vector is a function `ψ` giving a complex amplitude for each pair of positions. Write χ(x) = exp(2πi x/d), which is `ZMod.stdAddChar` in Lean. The definition reads

W(q,p,q',p') = d⁻² Σ_y Σ_y' χ(−2(py + p'y')) ψ(q+y, q'+y') conj ψ(q−y, q'−y').

This fixes the sign of the momenta and the prefactor. The values have type ℂ, so reality is something to prove.

```lean
/-- The amplitudes of the maximally entangled vector `∑ j, e_j ⊗ e_j / √d`. -/
def epr (d : ℕ) (a b : ZMod d) : ℂ :=
  if a = b then ((1 / √(d : ℝ) : ℝ) : ℂ) else 0
```

`epr d a b` is the amplitude of Σ_j e_j ⊗ e_j / √d at positions a and b: 1/√d on the diagonal and zero off it. Here e_j is the one-particle basis vector located at position j.

## Two facts about arithmetic modulo d

```lean
omit [NeZero d] in
/-- For odd `d`, a position whose double vanishes modulo `d` is itself zero. -/
theorem eq_zero_of_two_mul (hd : Odd d) (x : ZMod d) (hx : 2 * x = 0) : x = 0 := by
  obtain ⟨k, hk⟩ := hd
  have h : ((2 * k + 1 : ℕ) : ZMod d) = 0 := by
    rw [← hk]
    exact ZMod.natCast_self d
  push_cast at h
  linear_combination x * h - (k : ZMod d) * hx
```

The hypothesis `hd : Odd d` supplies d = 2k + 1. If 2x = 0 modulo d, then

x = (2k + 1)x − k(2x) = 0,

because both terms on the right vanish. The `linear_combination` line is this identity. For d = 2 the statement fails at x = 1.

```lean
/-- The plane waves on `ZMod d` sum to `d` at zero frequency and to zero otherwise. -/
theorem sum_planeWave (b : ZMod d) :
    ∑ y : ZMod d, (ZMod.stdAddChar (y * b) : ℂ) = if b = 0 then (d : ℂ) else 0 := by
  have h := AddChar.sum_mulShift b (ZMod.isPrimitive_stdAddChar d)
  rw [h]
  split_ifs <;> simp [ZMod.card]
```

This is the orthogonality of plane waves. For b = 0 every term is 1 and the sum is d. For b ≠ 0, call the sum S. Shifting y by one multiplies S by χ(b) but only reorders the terms, so S = χ(b)S. Since χ(b) ≠ 1, S = 0. The proof takes this from Mathlib, where the condition on χ is called being primitive.

## Position probabilities from the Wigner function

```lean
/-- For odd `d` and any two-particle amplitude, summing the Wigner function over both momenta
gives the squared modulus of the amplitude at the two positions. -/
theorem position_marginal (hd : Odd d) (ψ : ZMod d → ZMod d → ℂ) (q q' : ZMod d) :
    ∑ p : ZMod d, ∑ p' : ZMod d, wigner ψ q p q' p' = ((‖ψ q q'‖ ^ 2 : ℝ) : ℂ) := by
  have hd0 : (d : ℂ) ≠ 0 := Nat.cast_ne_zero.2 (NeZero.ne d)
  -- momentum sums and displacement sums may be exchanged
  have sw (f : ZMod d → ZMod d → ZMod d → ZMod d → ℂ) :
      ∑ p, ∑ p', ∑ y, ∑ y', f p p' y y' = ∑ y, ∑ y', ∑ p, ∑ p', f p p' y y' := by
    have h := Finset.sum_comm (s := (Finset.univ : Finset (ZMod d × ZMod d)))
      (t := (Finset.univ : Finset (ZMod d × ZMod d)))
      (f := fun x z => f x.1 x.2 z.1 z.2)
    simpa only [Fintype.sum_prod_type] using h
  have z (y : ZMod d) : -(2 * y) = 0 ↔ y = 0 :=
    ⟨fun h => eq_zero_of_two_mul hd y (neg_eq_zero.1 h), fun h => by simp [h]⟩
  -- the momentum sums select zero displacement
  have key (y y' : ZMod d) (c : ℂ) :
      ∑ p : ZMod d, ∑ p' : ZMod d, ZMod.stdAddChar (-(2 * (p * y + p' * y'))) * c
        = if y = 0 ∧ y' = 0 then (d : ℂ) ^ 2 * c else 0 := by
    have e (p p' : ZMod d) : (ZMod.stdAddChar (-(2 * (p * y + p' * y'))) : ℂ)
        = ZMod.stdAddChar (p * (-(2 * y))) * ZMod.stdAddChar (p' * (-(2 * y'))) := by
      rw [← AddChar.map_add_eq_mul]
      congr 1
      ring
    simp_rw [e, ← Finset.sum_mul, ← Finset.mul_sum, ← Finset.sum_mul, sum_planeWave, z]
    by_cases h : y = 0 <;> by_cases h' : y' = 0 <;> simp [h, h', pow_two]
  unfold wigner
  simp_rw [← Finset.mul_sum]
  rw [sw]
  simp_rw [key]
  rw [Finset.sum_eq_single (0 : ZMod d)]
  · rw [Finset.sum_eq_single (0 : ZMod d)]
    · rw [if_pos ⟨rfl, rfl⟩]
      simp only [add_zero, sub_zero]
      rw [Complex.mul_conj, Complex.normSq_eq_norm_sq]
      field_simp
    · intro y _ hy
      simp [hy]
    · simp
  · intro y _ hy
    simp [hy]
  · simp
```

For odd d this theorem holds for every amplitude ψ, normalised or not, and shows that the definition has the position marginal expected of a Wigner function. By hand, exchange the sums and do the momentum sums first:

Σ_p Σ_p' W = d⁻² Σ_y Σ_y' [Σ_p χ(−2py)] [Σ_p' χ(−2p'y')] ψ(q+y, q'+y') conj ψ(q−y, q'−y').

Each bracket is d if its displacement is zero and vanishes otherwise, since doubling is injective. Only y = y' = 0 survives, giving |ψ(q,q')|².

In the proof, `sw` exchanges the sums, `key` evaluates the brackets, and the two uses of `Finset.sum_eq_single` pick out the surviving term. The momentum marginal is not treated.

## The Wigner function of the entangled vector

```lean
/-- The maximally entangled vector has unit norm. -/
theorem epr_normalized : ∑ a : ZMod d, ∑ b : ZMod d, ‖epr d a b‖ ^ 2 = 1 := by
  have hd0 : (d : ℝ) ≠ 0 := Nat.cast_ne_zero.2 (NeZero.ne d)
  have h (a b : ZMod d) : ‖epr d a b‖ ^ 2 = if a = b then 1 / (d : ℝ) else 0 := by
    unfold epr
    split_ifs
    · rw [Complex.norm_real, Real.norm_eq_abs, sq_abs, div_pow,
        Real.sq_sqrt (Nat.cast_nonneg d), one_pow]
    · simp
  simp_rw [h]
  simp [ZMod.card, hd0]
```

There are d diagonal amplitudes of squared modulus 1/d, so the total probability is 1. This needs no oddness.

```lean
/-- For odd `d`, the product of the oppositely displaced amplitudes of the maximally entangled
vector is `1/d` if positions and displacements agree, and zero otherwise. -/
theorem epr_displaced (hd : Odd d) (q q' y y' : ZMod d) :
    epr d (q + y) (q' + y') * conj (epr d (q - y) (q' - y'))
      = if q = q' ∧ y = y' then 1 / (d : ℂ) else 0 := by
  by_cases h : q = q' ∧ y = y'
  · have hs : ((1 / √(d : ℝ) : ℝ) : ℂ) * ((1 / √(d : ℝ) : ℝ) : ℂ) = 1 / (d : ℂ) := by
      rw [← Complex.ofReal_mul, div_mul_div_comm, Real.mul_self_sqrt (Nat.cast_nonneg d)]
      simp
    rw [if_pos h]
    unfold epr
    rw [if_pos (by rw [h.1, h.2]), if_pos (by rw [h.1, h.2]), Complex.conj_ofReal, hs]
  · rw [if_neg h]
    by_cases h1 : q + y = q' + y'
    · by_cases h2 : q - y = q' - y'
      · -- adding and subtracting the two constraints fixes both differences
        exact absurd
          ⟨sub_eq_zero.1 (eq_zero_of_two_mul hd (q - q') (by linear_combination h1 + h2)),
           sub_eq_zero.1 (eq_zero_of_two_mul hd (y - y') (by linear_combination h1 - h2))⟩ h
      · simp [epr, h2]
    · simp [epr, h1]
```

The product of displaced amplitudes is nonzero only if both lie on the diagonal:

q + y = q' + y' and q − y = q' − y'.

Adding gives 2(q − q') = 0 and subtracting gives 2(y − y') = 0. For odd d, therefore, q = q' and y = y', and the product is (1/√d)² = 1/d. The `by_cases` lines separate the cases, and the expressions `h1 + h2` and `h1 - h2` are the addition and subtraction.

```lean
/-- For odd `d`, the Wigner function of the maximally entangled vector is `1/d²` where the
positions are equal and the momenta opposite, and zero elsewhere. -/
theorem wigner_epr (hd : Odd d) (q p q' p' : ZMod d) :
    wigner (epr d) q p q' p' = if q = q' ∧ p = -p' then 1 / (d : ℂ) ^ 2 else 0 := by
  have hd0 : (d : ℂ) ≠ 0 := Nat.cast_ne_zero.2 (NeZero.ne d)
  unfold wigner
  simp_rw [epr_displaced hd]
  by_cases hq : q = q'
  · subst hq
    -- only equal displacements contribute, leaving one plane-wave sum
    have inner : ∑ y : ZMod d, ∑ y' : ZMod d,
        ZMod.stdAddChar (-(2 * (p * y + p' * y'))) *
          (if q = q ∧ y = y' then 1 / (d : ℂ) else 0)
        = ∑ y : ZMod d, ZMod.stdAddChar (y * (-(2 * (p + p')))) * (1 / (d : ℂ)) := by
      refine Finset.sum_congr rfl fun y _ => ?_
      have e : -(2 * (p * y + p' * y)) = y * (-(2 * (p + p'))) := by ring
      rw [Finset.sum_eq_single y]
      · rw [if_pos ⟨rfl, rfl⟩, e]
      · intro y' _ hne
        rw [if_neg (fun h => hne h.2.symm), mul_zero]
      · simp
    rw [inner, ← Finset.sum_mul, sum_planeWave]
    by_cases hp : p = -p'
    · have h0 : -(2 * (p + p')) = 0 := by
        rw [hp]
        ring
      rw [if_pos h0, if_pos ⟨rfl, hp⟩, mul_one_div_cancel hd0, mul_one]
    · have h0 : ¬ (-(2 * (p + p')) = 0) := fun h =>
        hp (eq_neg_of_add_eq_zero_left (eq_zero_of_two_mul hd _ (neg_eq_zero.1 h)))
      rw [if_neg h0, if_neg (fun h => hp h.2), zero_mul, mul_zero]
  · simp [hq]
```

Insert the previous result into the definition. If q ≠ q', every term is zero. If q = q', the sum over y' keeps only y' = y, and

W = d⁻² · (1/d) Σ_y χ(−2(p + p')y).

The plane-wave sum is d if 2(p + p') = 0, which for odd d means p = −p', and zero otherwise. Hence W = 1/d² on the set q = q', p = −p', and W = 0 elsewhere. The step `inner` performs the reduction to one sum, and `sum_planeWave` evaluates it.

In a numerical calculation, one can fill an array with the displaced products for all q, q', y and y', indices taken modulo d, apply an unnormalised discrete Fourier transform with kernel exp(−2πi ky/d) in each displacement, and divide by d². The output index is k = 2p, so the momentum label is p = k(d+1)/2 modulo d. For this state the result should be d² entries equal to 1/d² and zeros elsewhere. To sample from it, draw q and p uniformly and set q' = q, p' = −p.

## Nonnegative and entangled

```lean
omit [NeZero d] in
/-- For `d > 1`, the maximally entangled vector is not a product of one-particle vectors. -/
theorem epr_not_product (h1 : 1 < d) :
    ¬ ∃ f g : ZMod d → ℂ, ∀ a b, epr d a b = f a * g b := by
  rintro ⟨f, g, h⟩
  have : Fact (1 < d) := ⟨h1⟩
  have hs : ((1 / √(d : ℝ) : ℝ) : ℂ) ≠ 0 := by
    have hpos : (0 : ℝ) < d := Nat.cast_pos.2 (by omega)
    exact Complex.ofReal_ne_zero.2 (one_div_pos.2 (Real.sqrt_pos.2 hpos)).ne'
  -- a product amplitude has vanishing two-by-two minors
  have minor : epr d 0 0 * epr d 1 1 = epr d 0 1 * epr d 1 0 := by
    rw [h, h, h, h]
    ring
  unfold epr at minor
  rw [if_pos rfl, if_pos rfl, if_neg zero_ne_one, zero_mul] at minor
  exact mul_ne_zero hs hs minor
```

If ψ(a,b) = f(a)g(b), then

ψ(0,0)ψ(1,1) = ψ(0,1)ψ(1,0),

since both sides are f(0)f(1)g(0)g(1). For the entangled vector the left side is 1/d and the right side is 0. The hypothesis `1 < d` makes 0 and 1 different positions; even d is allowed here.

```lean
/-- For odd `d > 1`, the maximally entangled vector has a Wigner function that is nowhere
negative, and yet it is not a product vector. -/
theorem wigner_nonneg_and_entangled (hd : Odd d) (h1 : 1 < d) :
    (∀ q p q' p' : ZMod d, 0 ≤ wigner (epr d) q p q' p') ∧
      ¬ ∃ f g : ZMod d → ℂ, ∀ a b, epr d a b = f a * g b := by
  refine ⟨fun q p q' p' => ?_, epr_not_product h1⟩
  rw [wigner_epr hd]
  split_ifs
  · have e : 1 / (d : ℂ) ^ 2 = ((1 / (d : ℝ) ^ 2 : ℝ) : ℂ) := by simp
    rw [e]
    exact Complex.zero_le_real.2 (by positivity)
  · exact le_refl 0

end

end DiscreteEPRWigner
```

The final theorem joins the two results for odd d > 1, that is, from d = 3 upwards. For complex numbers, `0 ≤ wigner ...` means that the value is real and nonnegative, which holds because the only values are 1/d² and 0. The second half says that no one-particle amplitudes `f` and `g` reproduce the state.

For these pure states in finite odd dimension, a search for negative values of this Wigner function would thus miss the entanglement. The theorem concerns the state alone and makes no statement about even d, mixed states or the outcomes of general measurements.

```lean
#print axioms DiscreteEPRWigner.position_marginal
#print axioms DiscreteEPRWigner.epr_normalized
#print axioms DiscreteEPRWigner.wigner_nonneg_and_entangled
```

```
'DiscreteEPRWigner.position_marginal' depends on axioms: [propext, Classical.choice, Quot.sound]
'DiscreteEPRWigner.epr_normalized' depends on axioms: [propext, Classical.choice, Quot.sound]
'DiscreteEPRWigner.wigner_nonneg_and_entangled' depends on axioms: [propext, Classical.choice, Quot.sound]
```
